# At Fixed Photocurrent, the Open-Circuit Voltage of a Boltzmann Emitter Changes by Less than the Gap Does

Suppose a calculated band gap is 0.1 eV too large, and the open-circuit voltage of a solar cell is predicted from it. If the prediction uses the ideal model below, at fixed photocurrent, then correcting the voltage, expressed as an energy (elementary charge times volts), by the full 0.1 eV corrects too much. For a true gap of 1 eV and a thermal energy of 0.025 eV, the model gives a voltage error of about 0.0953 eV, so the correction overshoots by nearly 5 meV. The missing part comes from the energy factor that multiplies the Boltzmann exponential in the emission spectrum, and it can be computed exactly.

The result concerns the use of electronic-structure gaps in voltage estimates, for an ideal emitter with a sharp absorption edge, Boltzmann statistics and a photocurrent that does not change with the gap.

In Lean 4 with Mathlib:

```lean
import Mathlib

open MeasureTheory Filter Topology

namespace GapVoltageError

noncomputable section
```

## Emission above the gap and the voltage that balances it

Let T > 0 be the thermal energy, that is, Boltzmann's constant times the temperature, and let g be the gap. An emitter that radiates only above its gap, with the Boltzmann tail of the thermal spectrum, emits photons in the dark at a rate proportional to

D(g) = ∫ E² exp(−E/T) dE, taken over E > g.

```lean
/-- The thermal emission integral above the gap `g` at thermal energy `T > 0`:
the integral of `E² exp(-E/T)` over all energies `E > g`. -/
def emission (T g : ℝ) : ℝ := ∫ E in Set.Ioi g, E ^ 2 * Real.exp (-E / T)
```

The function `emission T g` is this improper integral itself, over the half-line `Set.Ioi g`. No closed form is built into the definition.

A voltage V, measured in energy units (elementary charge times volts), raises the emission by the factor exp(V/T). At open circuit the emission balances the photocurrent J > 0:

J = D(g) exp(V/T), hence V(g) = T ln(J/D(g)).

```lean
/-- The voltage, in energy units, at photocurrent `J > 0` and thermal energy `T > 0`
for a gap `g`. -/
def voltage (T J g : ℝ) : ℝ := T * Real.log (J / emission T g)
```

The constant prefactor of the emission is absorbed into J, which therefore carries the same units as D. Holding J fixed means comparing two gaps under the same generation of carriers. In a real cell under a given spectrum, a larger gap absorbs fewer photons, and that change of J is left out. The model also omits non-radiative recombination, and it drops the −1 of the ideal diode law, which is negligible when J is much larger than D(g).

The quantity to be found is the slope of V with respect to g. It will turn out to be

s(g) = g²/(g² + 2gT + 2T²).

```lean
/-- The factor `g² / (g² + 2gT + 2T²)`, for thermal energy `T > 0`. -/
def gapTransfer (T g : ℝ) : ℝ := g ^ 2 / (g ^ 2 + 2 * g * T + 2 * T ^ 2)
```

In the code s(g) is `gapTransfer T g`. This is only a name for the fraction; that it is the slope of the voltage is proved further down.

## The emission integral in closed form

Write Q(g) = g² + 2gT + 2T² for the denominator. Completing the square gives

Q(g) = (g + T)² + T² > 0,

for every real g.

```lean
/-- The quadratic polynomial `g² + 2gT + 2T²` is positive for `T > 0`. -/
theorem quad_pos {T : ℝ} (hT : 0 < T) (g : ℝ) :
    0 < g ^ 2 + 2 * g * T + 2 * T ^ 2 := by
  nlinarith [sq_nonneg (g + T), pow_pos hT 2]
```

The two terms of the completed square are the hints handed to `nlinarith`.

Now consider the function

F(g) = T exp(−g/T) Q(g).

The product rule, with Q′(g) = 2g + 2T, gives

F′(g) = −exp(−g/T) Q(g) + T exp(−g/T) (2g + 2T)

= −exp(−g/T) (g² + 2gT + 2T² − 2gT − 2T²)

= −g² exp(−g/T).

So F falls at exactly the rate given by the integrand of D at the gap energy.

```lean
/-- For `T > 0`, the function `T exp(-g/T) (g² + 2gT + 2T²)` decreases with the gap at the rate
`g² exp(-g/T)`, the integrand of the emission at the gap energy. -/
theorem closedForm_hasDerivAt {T : ℝ} (hT : 0 < T) (g : ℝ) :
    HasDerivAt (fun x => T * Real.exp (-x / T) * (x ^ 2 + 2 * x * T + 2 * T ^ 2))
      (-(g ^ 2 * Real.exp (-g / T))) g := by
  have h1 : HasDerivAt (fun x => Real.exp (-x / T)) (Real.exp (-g / T) * (-1 / T)) g :=
    ((hasDerivAt_neg' g).div_const T).exp
  have h2 : HasDerivAt (fun x => x ^ 2 + 2 * x * T + 2 * T ^ 2) (2 * g + 2 * T) g := by
    have h := (((hasDerivAt_id' g).fun_pow 2).fun_add
      (((hasDerivAt_id' g).const_mul 2).mul_const T)).add_const (2 * T ^ 2)
    exact h.congr_deriv (by norm_num)
  have hc : T * (-1 / T) = -1 := by field_simp
  refine ((h1.const_mul T).fun_mul h2).congr_deriv ?_
  linear_combination (Real.exp (-g / T) * (g ^ 2 + 2 * g * T + 2 * T ^ 2)) * hc
```

Here `h1` is the derivative of the exponential and `h2` that of Q. The product rule combines them, and the closing `linear_combination` does the cancellation shown above, using T · (−1/T) = −1.

Since −F is an antiderivative of the integrand, D(g) follows once the value of F at infinity is known. With u = x/T,

F(x) = T³ (u² exp(−u) + 2u exp(−u) + 2 exp(−u)),

and each term tends to 0 as u → ∞. Therefore

D(g) = 0 − (−F(g)) = T exp(−g/T) (g² + 2gT + 2T²).

```lean
/-- For `T > 0`, the emission integral equals `T exp(-g/T) (g² + 2gT + 2T²)`. -/
theorem emission_eq {T : ℝ} (hT : 0 < T) (g : ℝ) :
    emission T g = T * Real.exp (-g / T) * (g ^ 2 + 2 * g * T + 2 * T ^ 2) := by
  -- the closed form vanishes at infinite energy
  have hlim : Tendsto (fun x => T * Real.exp (-x / T) * (x ^ 2 + 2 * x * T + 2 * T ^ 2))
      atTop (𝓝 0) := by
    have hu : Tendsto (fun x : ℝ => x / T) atTop atTop := tendsto_id.atTop_div_const hT
    have h := fun n : ℕ => (Real.tendsto_pow_mul_exp_neg_atTop_nhds_zero n).comp hu
    have h3 : Tendsto (fun x : ℝ => T ^ 3 * ((x / T) ^ 2 * Real.exp (-(x / T))
        + 2 * ((x / T) ^ 1 * Real.exp (-(x / T)))
        + 2 * ((x / T) ^ 0 * Real.exp (-(x / T))))) atTop
        (𝓝 (T ^ 3 * (0 + 2 * 0 + 2 * 0))) :=
      (((h 2).add ((h 1).const_mul 2)).add ((h 0).const_mul 2)).const_mul (T ^ 3)
    have hz : T ^ 3 * (0 + 2 * 0 + 2 * 0) = 0 := by ring
    rw [hz] at h3
    refine h3.congr fun x => ?_
    have hx : x / T * T = x := div_mul_cancel₀ x hT.ne'
    rw [neg_div]
    generalize x / T = u at hx ⊢
    rw [← hx]
    ring
  -- its negative is an antiderivative of the integrand
  have hF : ∀ x ∈ Set.Ici g, HasDerivAt
      (fun y => -(T * Real.exp (-y / T) * (y ^ 2 + 2 * y * T + 2 * T ^ 2)))
      (x ^ 2 * Real.exp (-x / T)) x :=
    fun x _ => (closedForm_hasDerivAt hT x).fun_neg.congr_deriv (neg_neg _)
  have h0 : Tendsto (fun y => -(T * Real.exp (-y / T) * (y ^ 2 + 2 * y * T + 2 * T ^ 2)))
      atTop (𝓝 0) := by
    simpa only [neg_zero] using hlim.neg
  have hI := integral_Ioi_of_hasDerivAt_of_nonneg' hF (fun x _ => by positivity) h0
  simpa only [emission, zero_sub, neg_neg] using hI
```

The limit is `hlim`, assembled from Mathlib's statement that uⁿ exp(−u) tends to 0, for n = 2, 1 and 0. The antiderivative is `hF`. The lemma `integral_Ioi_of_hasDerivAt_of_nonneg'` is the fundamental theorem of calculus on a half-line for a non-negative integrand, so convergence of the integral needs no separate argument. The formula holds for every real g, and it shows that D(g) is positive.

## The slope of the voltage

Inserting the closed form and splitting the logarithm gives

V(g) = T (ln J − ln F(g)).

Differentiating at fixed J and T,

V′(g) = −T F′(g)/F(g) = T g² exp(−g/T) / (T exp(−g/T) Q(g)) = g²/Q(g) = s(g).

For g > 0 the numerator is positive, so s(g) > 0. The denominator exceeds the numerator by 2gT + 2T² > 0, so s(g) < 1.

```lean
/-- At fixed photocurrent `J > 0` and thermal energy `T > 0`, the voltage of a material with gap
`g > 0` has derivative `g² / (g² + 2gT + 2T²)` with respect to the gap, and this derivative
lies strictly between 0 and 1. -/
theorem voltage_hasDerivAt_gap {T J g : ℝ} (hT : 0 < T) (hJ : 0 < J) (hg : 0 < g) :
    HasDerivAt (voltage T J) (g ^ 2 / (g ^ 2 + 2 * g * T + 2 * T ^ 2)) g ∧
      0 < g ^ 2 / (g ^ 2 + 2 * g * T + 2 * T ^ 2) ∧
      g ^ 2 / (g ^ 2 + 2 * g * T + 2 * T ^ 2) < 1 := by
  have hQ := quad_pos hT g
  have hpos : ∀ x, 0 < T * Real.exp (-x / T) * (x ^ 2 + 2 * x * T + 2 * T ^ 2) :=
    fun x => mul_pos (mul_pos hT (Real.exp_pos _)) (quad_pos hT x)
  refine ⟨?_, div_pos (pow_pos hg 2) hQ, ?_⟩
  · -- split the logarithm into a constant part and the emission part
    have hV : voltage T J = fun x => T * (Real.log J -
        Real.log (T * Real.exp (-x / T) * (x ^ 2 + 2 * x * T + 2 * T ^ 2))) := by
      funext x
      rw [voltage, emission_eq hT, Real.log_div hJ.ne' (hpos x).ne']
    rw [hV]
    refine ((((closedForm_hasDerivAt hT g).log (hpos g).ne').const_sub
      (Real.log J)).const_mul T).congr_deriv ?_
    rw [neg_div, neg_neg, ← mul_div_assoc, div_eq_div_iff (hpos g).ne' hQ.ne']
    ring
  · rw [div_lt_one hQ]
    nlinarith [mul_pos hg hT, pow_pos hT 2]
```

The theorem has three parts, joined by `∧`: the derivative, its positivity and the upper bound 1. In `HasDerivAt (voltage T J) … g` the function being differentiated is `voltage T J`, with only the gap left as its argument; this is how the statement expresses that photocurrent and temperature stay fixed. In the proof, `hV` is the split logarithm, and the chain rule is then applied to `closedForm_hasDerivAt`. The final `ring` confirms that the exponential and the factor T cancel.

The assumption g > 0 matters for the strict lower bound. At g = 0 the fraction is 0/(2T²) = 0, so a positive slope requires g ≠ 0. In this model, the integrand E² exp(−E/T) vanishes at E = 0, and moving the edge slightly away from there changes the emission only at third order.

## From a slope to a finite gap error

A derivative describes infinitesimal errors, whereas gap errors can be tenths of an electronvolt. To handle them, compare the slopes at two gaps 0 < g < h. After multiplication by the positive denominators, s(g) < s(h) becomes g² Q(h) < h² Q(g), and indeed

h² Q(g) − g² Q(h) = 2ghT (h − g) + 2T² (h² − g²) > 0.

The slope therefore increases strictly with the gap.

```lean
/-- At thermal energy `T > 0`, the transfer factor grows strictly with the gap, for positive
gaps. -/
theorem gapTransfer_lt {T g h : ℝ} (hT : 0 < T) (hg : 0 < g) (hgh : g < h) :
    gapTransfer T g < gapTransfer T h := by
  rw [gapTransfer, gapTransfer, div_lt_iff₀ (quad_pos hT g), div_mul_eq_mul_div,
    lt_div_iff₀ (quad_pos hT h)]
  have hd : 0 < h - g := sub_pos.mpr hgh
  have hh : 0 < h := hg.trans hgh
  have h1 : 0 < g * h * T * (h - g) := by positivity
  have h2 : 0 < T ^ 2 * ((h - g) * (h + g)) := by positivity
  nlinarith [h1, h2]
```

The hypotheses `h1` and `h2` inside the proof are the two terms on the right, each without its factor 2.

By the mean value theorem there is a gap c with g < c < h and

V(h) − V(g) = s(c) (h − g).

Since s(g) < s(c) < s(h), the voltage change is bracketed:

s(g) (h − g) < V(h) − V(g) < s(h) (h − g).

```lean
/-- If the gap is overestimated as `h` instead of `g`, with `0 < g < h`, then at fixed `J > 0` and
`T > 0` the voltage error lies strictly between the gap error times the transfer factor at `g`
and the gap error times the transfer factor at `h`. -/
theorem voltage_error_bracket {T J g h : ℝ} (hT : 0 < T) (hJ : 0 < J)
    (hg : 0 < g) (hgh : g < h) :
    gapTransfer T g * (h - g) < voltage T J h - voltage T J g ∧
      voltage T J h - voltage T J g < gapTransfer T h * (h - g) := by
  have hder : ∀ x, 0 < x → HasDerivAt (voltage T J) (gapTransfer T x) x :=
    fun x hx => (voltage_hasDerivAt_gap hT hJ hx).1
  have hd : 0 < h - g := sub_pos.mpr hgh
  -- the mean slope is attained at an intermediate gap
  obtain ⟨c, hc, hs⟩ := exists_hasDerivAt_eq_slope (voltage T J) (gapTransfer T) hgh
    (fun x hx => (hder x (hg.trans_le hx.1)).continuousAt.continuousWithinAt)
    (fun x hx => hder x (hg.trans hx.1))
  rw [eq_div_iff hd.ne'] at hs
  rw [← hs]
  exact ⟨mul_lt_mul_of_pos_right (gapTransfer_lt hT hg hc.1) hd,
    mul_lt_mul_of_pos_right (gapTransfer_lt hT (hg.trans hc.1) hc.2) hd⟩
```

The intermediate gap c comes from `exists_hasDerivAt_eq_slope`, which needs the derivative between g and h and continuity up to the endpoints. Both follow from `voltage_hasDerivAt_gap`, because every gap involved is positive. The last step applies the monotonicity of the slope, `gapTransfer_lt`, twice, once on each side of c.

The statement is phrased for an overestimated gap, with g the true value and h the computed one. For an underestimate the roles are exchanged: g is the computed gap, h the true one, and the same inequalities bound how far the voltage comes out too low.

## How much of the error is lost

A simpler lower bound shows the size of the reduction. Put k = T/g, so that

s(g) = 1/(1 + 2k + 2k²).

Multiplying out,

(1 − 2k)(1 + 2k + 2k²) = 1 − 2k² − 4k³ < 1,

and dividing by the positive second factor gives

1 − 2T/g < s(g).

```lean
/-- For `T > 0` and `g > 0`, the transfer factor exceeds `1 - 2T/g`. -/
theorem gapTransfer_lower_bound {T g : ℝ} (hT : 0 < T) (hg : 0 < g) :
    1 - 2 * T / g < gapTransfer T g := by
  have hk : 0 < T / g := div_pos hT hg
  have e : T / g * g = T := div_mul_cancel₀ T hg.ne'
  rw [gapTransfer, lt_div_iff₀ (quad_pos hT g), mul_div_assoc]
  -- express the thermal energy in units of the gap
  generalize T / g = k at hk e ⊢
  rw [← e]
  nlinarith [mul_pos (pow_pos hg 2) (pow_pos hk 2), mul_pos (pow_pos hg 2) (pow_pos hk 3)]
```

The proof makes the same substitution: `generalize` names the ratio k, and T is rewritten as k · g. The two products given to `nlinarith` are g²k² and g²k³, the terms left over in the expansion.

The bound is informative when the gap is large compared with T. For g ≤ 2T its left side is zero or negative, and it then says no more than s(g) > 0. The reduction is also no longer slight in that range: at g = T the slope is only 1/5.

Combining this bound at g with s(h) < 1 turns the bracket into

(1 − 2T/g) (h − g) < V(h) − V(g) < h − g.

```lean
/-- If the gap is overestimated as `h` instead of `g`, with `0 < g < h`, then at fixed `J > 0` and
`T > 0` the voltage error is smaller than the gap error `h - g`, but larger than
`(1 - 2T/g) (h - g)`. -/
theorem voltage_error_slightly_reduced {T J g h : ℝ} (hT : 0 < T) (hJ : 0 < J)
    (hg : 0 < g) (hgh : g < h) :
    (1 - 2 * T / g) * (h - g) < voltage T J h - voltage T J g ∧
      voltage T J h - voltage T J g < h - g := by
  have hd : 0 < h - g := sub_pos.mpr hgh
  obtain ⟨hl, hu⟩ := voltage_error_bracket hT hJ hg hgh
  have h1 : gapTransfer T h < 1 := (voltage_hasDerivAt_gap hT hJ (hg.trans hgh)).2.2
  have h2 := mul_lt_mul_of_pos_right (gapTransfer_lower_bound hT hg) hd
  have h3 := mul_lt_mul_of_pos_right h1 hd
  rw [one_mul] at h3
  exact ⟨h2.trans hl, hu.trans h3⟩

end

end GapVoltageError
```

The proof takes the two halves of the bracket as `hl` and `hu`, multiplies the bounds on the slope by the positive gap error h − g, and chains the inequalities. The photocurrent appears in the hypotheses but not in the bounds: it shifts both voltages equally and drops out of their difference.

```lean
#print axioms GapVoltageError.voltage_hasDerivAt_gap
#print axioms GapVoltageError.voltage_error_slightly_reduced
```

```
'GapVoltageError.voltage_hasDerivAt_gap' depends on axioms: [propext, Classical.choice, Quot.sound]
'GapVoltageError.voltage_error_slightly_reduced' depends on axioms: [propext, Classical.choice, Quot.sound]
```

## A gap of 1 eV computed as 1.1 eV

Take T = 0.025 eV, close to room temperature, with true gap g = 1 eV and computed gap h = 1.1 eV. In units of eV²,

Q(g) = 1 + 0.05 + 0.00125 = 1.05125,

Q(h) = 1.21 + 0.055 + 0.00125 = 1.26625.

The slopes are

s(g) = 1/1.05125 ≈ 0.9512,

s(h) = 1.21/1.26625 ≈ 0.9556.

The bracket places the voltage error between 0.09512 eV and 0.09556 eV. The simpler estimate, with 1 − 2T/g = 0.95, places it between 0.095 eV and 0.1 eV.

The closed form also gives the error directly. The exponential contributes the full gap error, and the polynomial takes a little back:

V(h) − V(g) = (h − g) − T ln(Q(h)/Q(g))

≈ 0.1 − 0.025 × 0.1861 ≈ 0.0953 eV.

This lies inside both intervals. About 95% of the gap error reaches the voltage, and the remaining 4.7 meV is the amount by which a one-for-one correction would overshoot.
